# Increasing a non-negative confinement strength never raises ⟨W⟩ or lowers ⟨H⟩ in the ground state

Suppose a localized orbital, computed as the ground state in a confining potential, is recomputed with a stronger potential of the same shape, and its energy without the confining term comes out lower than before. Without an ordering result, this could pass for an improvement. For a fixed linear Hamiltonian $H$ and a penalty $sW$ with $s\ge 0$, it is instead a sign of error: at least one of the two states is not a ground state of its confined problem.

This bears on the preparation of confined orbitals for linear-scaling electronic structure methods, as long as $H$ and the shape $W$ stay fixed and only the strength $s$ varies. A self-consistent $H$ that changes with the orbital falls under a different problem.

## States, operators and confinement strength

The states live in a complex inner product space $V$ of any dimension, which need not be complete.

In Lean 4 with Mathlib:

```lean
import Mathlib

open Complex

namespace ConfinementPotential

noncomputable section

variable {V : Type*} [NormedAddCommGroup V] [InnerProductSpace ℂ V]
```

For a linear map $A$ on $V$ and a vector $x$, write
$$\langle A\rangle_x=\operatorname{Re}\langle x,Ax\rangle .$$
For a symmetric $A$ the inner product is already real, so taking the real part loses nothing.

```lean
/-- The expectation value `⟨x, A x⟩` (its real part) of an operator `A` in the state `x`. -/
def expect (A : V →ₗ[ℂ] V) (x : V) : ℝ := (inner ℂ x (A x)).re
```

The confined Hamiltonian at strength $s$ is $H+sW$. Physically, $W$ assigns a cost to the region the orbital should avoid, and $s$ sets the size of that cost. No sign is required of $W$ itself. The physical energy of a state $x$ is $\langle H\rangle_x$, without the confining term.

```lean
/-- The Hamiltonian `H + s W` with confinement potential `W` of strength `s`. -/
def confined (H W : V →ₗ[ℂ] V) (s : ℝ) : V →ₗ[ℂ] V := H + (s : ℂ) • W
```

A ground state of $A$ is a unit vector $x$ with $\langle A\rangle_x\le\langle A\rangle_z$ for every unit vector $z$.

```lean
/-- A ground state of `A` is a unit vector that minimizes the expectation value of `A`
among all unit vectors. -/
def IsGroundState (A : V →ₗ[ℂ] V) (x : V) : Prop :=
  ‖x‖ = 1 ∧ ∀ z : V, ‖z‖ = 1 → expect A x ≤ expect A z
```

The definition contains no eigenvalue equation; that is derived below. The general theorems assume that the ground states they compare exist. Since operators are linear maps defined on all of $V$, a differential operator fits only if $V$ is a space of functions that it maps into itself and that contains the ground states. An infinitely high wall is not of the form $sW$.

## The energy is affine in the strength

By linearity of the inner product in its second argument,
$$\langle H+sW\rangle_x=\langle H\rangle_x+s\langle W\rangle_x .$$

```lean
/-- The confined energy is the physical energy plus `s` times the confinement expectation. -/
theorem expect_confined (H W : V →ₗ[ℂ] V) (s : ℝ) (x : V) :
    expect (confined H W s) x = expect H x + s * expect W x := by
  simp only [expect, confined, LinearMap.add_apply, LinearMap.smul_apply, inner_add_right,
    inner_smul_right, Complex.add_re, Complex.re_ofReal_mul]
```

## From minimum to Schrödinger equation

Vary $x$ along $w$ by a real amount $\varepsilon$. Symmetry gives $\operatorname{Re}\langle x,Aw\rangle=\operatorname{Re}\langle w,Ax\rangle$, so the two cross terms are equal and
$$\langle A\rangle_{x+\varepsilon w}=\langle A\rangle_x+2\varepsilon\operatorname{Re}\langle w,Ax\rangle+\varepsilon^2\langle A\rangle_w .$$

```lean
/-- Second-order expansion of the expectation value of a symmetric operator when the state
`x` is varied along `w`. -/
theorem expect_variation {A : V →ₗ[ℂ] V} (hA : A.IsSymmetric) (x w : V) (ε : ℝ) :
    expect A (x + (ε : ℂ) • w) =
      expect A x + 2 * ε * (inner ℂ w (A x)).re + ε ^ 2 * expect A w := by
  have h : (inner ℂ x (A w)).re = (inner ℂ w (A x)).re := by
    rw [← hA x w, ← inner_conj_symm (A x) w, Complex.conj_re]
  simp only [expect, map_add, map_smul, inner_add_left, inner_add_right, inner_smul_left,
    inner_smul_right, Complex.conj_ofReal, Complex.add_re, Complex.re_ofReal_mul]
  linear_combination ε * h
```

Now let $x$ be a ground state and $E=\langle A\rangle_x$. Normalizing an arbitrary nonzero $z$ gives $E\|z\|^2\le\langle A\rangle_z$, which also holds for $z=0$. Choose the residual $w=Ax-Ex$ as direction. It satisfies
$$\operatorname{Re}\langle w,Ax\rangle-E\operatorname{Re}\langle w,x\rangle=\|w\|^2 .$$
Insert $z=x+\varepsilon w$, with $\|z\|^2=1+2\varepsilon\operatorname{Re}\langle w,x\rangle+\varepsilon^2\|w\|^2$. For every real $\varepsilon$,
$$0\le\left(\langle A\rangle_w-E\|w\|^2\right)\varepsilon^2+2\|w\|^2\varepsilon .$$
A quadratic that is never negative has discriminant at most zero. Here the discriminant is $4\|w\|^4$, so $w=0$ and $Ax=Ex$.

```lean
/-- A ground state of a symmetric operator satisfies the stationary Schrödinger equation, with
its expectation value as eigenvalue. -/
theorem IsGroundState.schrodinger {A : V →ₗ[ℂ] V} (hA : A.IsSymmetric) {x : V}
    (hx : IsGroundState A x) : A x = (expect A x : ℂ) • x := by
  have hn : ∀ z : V, expect LinearMap.id z = ‖z‖ ^ 2 :=
    fun z => inner_self_eq_norm_sq (𝕜 := ℂ) z
  -- the variational principle for vectors of any length
  have hvar : ∀ z : V, expect A x * ‖z‖ ^ 2 ≤ expect A z := by
    intro z
    by_cases hz : z = 0
    · simp [hz, expect]
    have hpos : 0 < ‖z‖ := norm_pos_iff.mpr hz
    have hu : ‖((‖z‖⁻¹ : ℝ) : ℂ) • z‖ = 1 := by
      rw [norm_smul, Complex.norm_real, Real.norm_of_nonneg (inv_nonneg.mpr hpos.le),
        inv_mul_cancel₀ hpos.ne']
    have h := hx.2 _ hu
    have hs : expect A (((‖z‖⁻¹ : ℝ) : ℂ) • z) = expect A z / ‖z‖ ^ 2 := by
      unfold expect
      rw [map_smul, inner_smul_left, inner_smul_right, Complex.conj_ofReal,
        Complex.re_ofReal_mul, Complex.re_ofReal_mul]
      field_simp
    rw [hs] at h
    exact (le_div_iff₀ (by positivity)).mp h
  -- vary the state along the residual `w`
  obtain ⟨w, hw⟩ : ∃ w, w = A x - (expect A x : ℂ) • x := ⟨_, rfl⟩
  have hres : (inner ℂ w (A x)).re - expect A x * (inner ℂ w x).re = ‖w‖ ^ 2 := by
    calc _ = (inner ℂ w (A x - (expect A x : ℂ) • x)).re := by
          rw [inner_sub_right, inner_smul_right, Complex.sub_re, Complex.re_ofReal_mul]
      _ = ‖w‖ ^ 2 := by rw [← hw]; exact hn w
  have hquad : ∀ ε : ℝ, 0 ≤ (expect A w - expect A x * ‖w‖ ^ 2) * (ε * ε)
      + (2 * ‖w‖ ^ 2) * ε + 0 := by
    intro ε
    have h1 := hvar (x + (ε : ℂ) • w)
    have h2 := expect_variation (A := LinearMap.id) (fun _ _ => rfl) x w ε
    rw [hn, hn, hn, hx.1, LinearMap.id_apply] at h2
    rw [expect_variation hA, h2] at h1
    rw [← hres] at *
    linarith
  have hd := discrim_le_zero hquad
  unfold discrim at hd
  have h0 : ‖w‖ ^ 2 = 0 := by
    apply pow_eq_zero_iff two_ne_zero |>.mp
    nlinarith [sq_nonneg (‖w‖ ^ 2)]
  have hw0 : w = 0 := norm_eq_zero.mp (pow_eq_zero_iff two_ne_zero |>.mp h0)
  exact sub_eq_zero.mp (hw.symm.trans hw0)
```

In the code, `hvar` is the variational inequality for vectors of any length, `hres` the identity for the residual and `hquad` the quadratic inequality. The expansion of $\|z\|^2$ comes from applying `expect_variation` to the identity map. `discrim_le_zero` then supplies the last step.

## Each ground state as trial state for the other

Let $x$ and $y$ be ground states at strengths $s$ and $t$. Minimality of each, tested on the other, gives
$$\langle H\rangle_x+s\langle W\rangle_x\le\langle H\rangle_y+s\langle W\rangle_y,\qquad
\langle H\rangle_y+t\langle W\rangle_y\le\langle H\rangle_x+t\langle W\rangle_x .$$
Rearranged, with $D=\langle W\rangle_x-\langle W\rangle_y$,
$$sD\le\langle H\rangle_y-\langle H\rangle_x\le tD .$$

```lean
/-- The change of physical energy between the ground states at strengths `s` and `t` lies
between `s` times and `t` times the drop of the confinement expectation. -/
theorem energy_exchange {H W : V →ₗ[ℂ] V} {s t : ℝ} {x y : V}
    (hx : IsGroundState (confined H W s) x) (hy : IsGroundState (confined H W t) y) :
    s * (expect W x - expect W y) ≤ expect H y - expect H x ∧
      expect H y - expect H x ≤ t * (expect W x - expect W y) := by
  -- each ground state serves as trial state for the other problem
  have h1 := hx.2 y hy.1
  have h2 := hy.2 x hx.1
  simp only [expect_confined] at h1 h2
  constructor <;> linarith
```

This holds for all real $s$ and $t$, in either order, and needs no symmetry of $H$ or $W$.

## Monotonicity, and when the drop is strict

Let $H$ and $W$ be symmetric and $0\le s<t$. The outer bounds give $(t-s)D\ge0$, so $D\ge0$: the confinement expectation does not increase. The lower bound then gives $\langle H\rangle_y-\langle H\rangle_x\ge sD\ge0$.

Suppose $D=0$. Both bounds vanish, so $\langle H\rangle_x=\langle H\rangle_y$, and $x$ has the same energy as $y$ at strength $t$. Hence $x$ is a ground state at both strengths, and for some numbers $a,b$
$$Hx+sWx=ax,\qquad Hx+tWx=bx .$$
Subtraction gives $(t-s)Wx=(b-a)x$, so $x$ is an eigenvector of $W$. If it is not one, $D>0$.

```lean
/-- For symmetric `H`, `W` and `0 ≤ s < t`, going from a ground state `x` of `H + s W` to a
ground state `y` of `H + t W` never raises `⟨W⟩` and never lowers `⟨H⟩`; `⟨W⟩` drops strictly
unless `x` is an eigenvector of `W`. -/
theorem confinement_monotone {H W : V →ₗ[ℂ] V} (hH : H.IsSymmetric) (hW : W.IsSymmetric)
    {s t : ℝ} (hs : 0 ≤ s) (hst : s < t) {x y : V}
    (hx : IsGroundState (confined H W s) x) (hy : IsGroundState (confined H W t) y) :
    expect W y ≤ expect W x ∧ expect H x ≤ expect H y ∧
      ((∀ c : ℂ, W x ≠ c • x) → expect W y < expect W x) := by
  obtain ⟨h1, h2⟩ := energy_exchange hx hy
  have hWle : expect W y ≤ expect W x := by nlinarith
  refine ⟨hWle, by nlinarith [mul_nonneg hs (sub_nonneg.mpr hWle)], fun hne => ?_⟩
  by_contra hlt
  have hWeq : expect W x = expect W y := le_antisymm (not_lt.mp hlt) hWle
  have hHeq : expect H x = expect H y := by
    rw [hWeq, sub_self, mul_zero] at h1 h2
    linarith
  -- without a drop, `x` is a ground state at both strengths
  have hx' : IsGroundState (confined H W t) x := by
    refine ⟨hx.1, fun z hz => ?_⟩
    have h := hy.2 z hz
    rwa [expect_confined, ← hHeq, ← hWeq, ← expect_confined] at h
  have hsym : ∀ r : ℝ, (confined H W r).IsSymmetric := by
    intro r u v
    simp only [confined, LinearMap.add_apply, LinearMap.smul_apply, inner_add_left,
      inner_add_right, inner_smul_left, inner_smul_right, Complex.conj_ofReal]
    rw [hH u v, hW u v]
  have e1 := hx.schrodinger (hsym s)
  have e2 := hx'.schrodinger (hsym t)
  generalize expect (confined H W s) x = a at e1
  generalize expect (confined H W t) x = b at e2
  simp only [confined, LinearMap.add_apply, LinearMap.smul_apply] at e1 e2
  -- subtract the two Schrödinger equations
  have e3 : ((t : ℂ) - s) • W x = ((b : ℂ) - a) • x := by
    linear_combination (norm := module) e2 - e1
  have hts : (t : ℂ) - s ≠ 0 := sub_ne_zero.mpr (by exact_mod_cast hst.ne')
  apply hne (((t : ℂ) - s)⁻¹ * ((b : ℂ) - a))
  rw [mul_smul, ← e3, smul_smul, inv_mul_cancel₀ hts, one_smul]
```

The hypotheses `hH` and `hW` say that $H$ and $W$ are symmetric, `hs` and `hst` that $0\le s<t$. The three parts of the conclusion are $\langle W\rangle_y\le\langle W\rangle_x$, $\langle H\rangle_x\le\langle H\rangle_y$ and the strict inequality. The condition `∀ c : ℂ, W x ≠ c • x` says that the unit vector $x$ is not an eigenvector of $W$. In the proof, `hx'` is the statement that $x$ also minimizes at strength $t$, and `e3` is the difference of the two Schrödinger equations.

The theorem measures confinement by $\langle W\rangle$; other measures of orbital size may behave differently. An eigenvector of $W$ may still show a drop, for instance when two levels cross between $s$ and $t$.

## Strict rise of the physical energy

If $s>0$ and $x$ is not an eigenvector of $W$, then $D>0$, and the lower bound gives $\langle H\rangle_y-\langle H\rangle_x\ge sD>0$.

```lean
/-- For symmetric `H`, `W` and `0 < s < t`, the physical energy rises strictly if the ground
state `x` at strength `s` is not an eigenvector of `W`. -/
theorem physical_energy_strict {H W : V →ₗ[ℂ] V} (hH : H.IsSymmetric) (hW : W.IsSymmetric)
    {s t : ℝ} (hs : 0 < s) (hst : s < t) {x y : V}
    (hx : IsGroundState (confined H W s) x) (hy : IsGroundState (confined H W t) y)
    (hne : ∀ c : ℂ, W x ≠ c • x) : expect H x < expect H y := by
  have h := (confinement_monotone hH hW hs.le hst hx hy).2.2 hne
  have h1 := (energy_exchange hx hy).1
  linarith [mul_pos hs (sub_pos.mpr h)]
```

At $s=0$ the rise need not be strict if the ground level of $H$ is degenerate: for $H=0$ the physical energy is always zero, whatever $W$ does. If instead $x$ is the only ground state of $H$ up to a phase, and not an eigenvector of $W$, the rise is strict at $s=0$ too: $D>0$ shows that $y$ is a different state, so its physical energy is higher.

## Negative strengths reverse the energy order

For $s<t\le0$ we still have $D\ge0$, but now the upper bound decides: $\langle H\rangle_y-\langle H\rangle_x\le tD\le0$. A negative strength rewards what $W$ would otherwise penalize, and raising it towards zero relaxes the distortion.

```lean
/-- For `s < t ≤ 0`, the physical energy `⟨H⟩` in a ground state `y` of `H + t W` is at most that in
a ground state `x` of `H + s W`. -/
theorem physical_energy_reversed {H W : V →ₗ[ℂ] V} {s t : ℝ} (hst : s < t) (ht : t ≤ 0)
    {x y : V} (hx : IsGroundState (confined H W s) x)
    (hy : IsGroundState (confined H W t) y) : expect H y ≤ expect H x := by
  obtain ⟨h1, h2⟩ := energy_exchange hx hy
  have hWle : expect W y ≤ expect W x := by nlinarith
  linarith [mul_nonneg (neg_nonneg.mpr ht) (sub_nonneg.mpr hWle)]
```

## Two sites with a penalty on one

Take $V=\mathbb C^2$ with amplitudes $v_0,v_1$. Hopping with amplitude $-1$ is
$$H(v_0,v_1)=(-v_1,-v_0).$$

```lean
/-- Hopping between two sites with amplitude `-1`. -/
def hop : EuclideanSpace ℂ (Fin 2) →ₗ[ℂ] EuclideanSpace ℂ (Fin 2) where
  toFun v := !₂[-v 1, -v 0]
  map_add' u v := by ext i; fin_cases i <;> simp <;> ring
  map_smul' c v := by ext i; fin_cases i <;> simp
```

The confinement penalizes site 0:
$$W(v_0,v_1)=(v_0,0).$$

```lean
/-- A confinement potential that penalizes the first of two sites. -/
def site : EuclideanSpace ℂ (Fin 2) →ₗ[ℂ] EuclideanSpace ℂ (Fin 2) where
  toFun v := !₂[v 0, 0]
  map_add' u v := by ext i; fin_cases i <;> simp
  map_smul' c v := by ext i; fin_cases i <;> simp
```

Let $a,b>0$ with $a^2+b^2=1$, and set $\lambda=b/a-a/b$. For every $z$,
$$\langle H+\lambda W\rangle_z+\frac ab\|z\|^2=\frac{|bz_0-az_1|^2}{ab}\ge0 ,$$
and the right side vanishes at $z=(a,b)$. So $(a,b)$ is a ground state at strength $\lambda$, with energy $-a/b$. It is not an eigenvector of $W$: from $(a,0)=c\,(a,b)$ and $b>0$ follows $c=0$, and then $a=0$, a contradiction.

```lean
/-- In the two-site model, `hop` and `site` are symmetric. The normalized state with positive
amplitudes `a`, `b` is a ground state at strength `b/a - a/b`, and it is not an eigenvector of the
confinement potential. -/
theorem two_site_witness {a b : ℝ} (ha : 0 < a) (hb : 0 < b) (hab : a ^ 2 + b ^ 2 = 1) :
    hop.IsSymmetric ∧ site.IsSymmetric ∧
      IsGroundState (confined hop site (b / a - a / b)) !₂[(a : ℂ), (b : ℂ)] ∧
      ∀ c : ℂ, site !₂[(a : ℂ), (b : ℂ)] ≠ c • !₂[(a : ℂ), (b : ℂ)] := by
  have hN : ∀ z : EuclideanSpace ℂ (Fin 2), ‖z‖ ^ 2 =
      (z 0).re ^ 2 + (z 0).im ^ 2 + (z 1).re ^ 2 + (z 1).im ^ 2 := by
    intro z
    rw [EuclideanSpace.norm_sq_eq, Fin.sum_univ_two, Complex.sq_norm, Complex.sq_norm,
      Complex.normSq_apply, Complex.normSq_apply]
    ring
  have hE : ∀ z : EuclideanSpace ℂ (Fin 2), expect (confined hop site (b / a - a / b)) z =
      (b / a - a / b) * ((z 0).re ^ 2 + (z 0).im ^ 2)
        - 2 * ((z 0).re * (z 1).re + (z 0).im * (z 1).im) := by
    intro z
    rw [expect_confined]
    simp [expect, hop, site, PiLp.inner_apply, Fin.sum_univ_two]
    ring
  refine ⟨?_, ?_, ⟨?_, fun z hz => ?_⟩, fun c h => ?_⟩
  · intro u v
    simp [hop, PiLp.inner_apply, Fin.sum_univ_two]
    ring
  · intro u v
    simp [site, PiLp.inner_apply, Fin.sum_univ_two]
  · have h : ‖(!₂[(a : ℂ), (b : ℂ)] : EuclideanSpace ℂ (Fin 2))‖ ^ 2 = 1 := by
      rw [hN]
      simpa using hab
    exact (pow_eq_one_iff_of_nonneg (norm_nonneg _) two_ne_zero).mp h
  · have e0 : expect (confined hop site (b / a - a / b)) !₂[(a : ℂ), (b : ℂ)] =
        (b / a - a / b) * a ^ 2 - 2 * (a * b) := by
      rw [hE]
      simp
    have e1 : (b / a - a / b) * a ^ 2 - 2 * (a * b) = -(a / b) * (a ^ 2 + b ^ 2) := by
      field_simp
      ring
    -- the energy above the ground level is a sum of squares
    have key : (b / a - a / b) * ((z 0).re ^ 2 + (z 0).im ^ 2)
        - 2 * ((z 0).re * (z 1).re + (z 0).im * (z 1).im)
        + a / b * ((z 0).re ^ 2 + (z 0).im ^ 2 + (z 1).re ^ 2 + (z 1).im ^ 2) =
        ((b * (z 0).re - a * (z 1).re) ^ 2 + (b * (z 0).im - a * (z 1).im) ^ 2) / (a * b) := by
      field_simp
      ring
    have hpos : 0 ≤ ((b * (z 0).re - a * (z 1).re) ^ 2
        + (b * (z 0).im - a * (z 1).im) ^ 2) / (a * b) := by positivity
    rw [← hN z, hz] at key
    rw [e0, e1, hab, hE]
    linarith
  · have h0 : (a : ℂ) = c * a := by
      simpa [site] using congrArg (fun v : EuclideanSpace ℂ (Fin 2) => v 0) h
    have h1 : (0 : ℂ) = c * b := by
      simpa [site] using congrArg (fun v : EuclideanSpace ℂ (Fin 2) => v 1) h
    rcases mul_eq_zero.mp h1.symm with hc | hc
    · rw [hc, zero_mul] at h0
      exact ha.ne' (by exact_mod_cast h0)
    · exact hb.ne' (by exact_mod_cast hc)

end

end ConfinementPotential
```

The theorem also confirms that both maps are symmetric. `hN` and `hE` write the norm and the energy in real and imaginary parts, and `key` is the sum-of-squares identity.

In this model $\langle W\rangle=a^2$ and $\langle H\rangle=-2ab$. Three choices of $b/a$ give

| $b/a$ | strength $\lambda$ | $\langle W\rangle$ | $\langle H\rangle$ |
|---|---|---|---|
| 1 | 0 | 0.5 | −1.0 |
| 2 | 3/2 | 0.2 | −0.8 |
| 3 | 8/3 | 0.1 | −0.6 |

As the strength grows, the weight on the penalized site falls and the physical energy rises. Between the last two rows $D=0.1$ and the energy rises by $0.2$, which lies between $sD=0.15$ and $tD\approx0.267$, as the two-sided bound requires.

```lean
#print axioms ConfinementPotential.confinement_monotone
-- 'ConfinementPotential.confinement_monotone' depends on axioms: [propext, Classical.choice, Quot.sound]
#print axioms ConfinementPotential.physical_energy_strict
-- 'ConfinementPotential.physical_energy_strict' depends on axioms: [propext, Classical.choice, Quot.sound]
#print axioms ConfinementPotential.physical_energy_reversed
-- 'ConfinementPotential.physical_energy_reversed' depends on axioms: [propext, Classical.choice, Quot.sound]
```
